# For |b| < a, the integral of 1/(a + b cos θ) over a full turn is 2π/√(a² − b²)

For real numbers a and b with |b| < a, the theorem `angular_integral` says that 1/(a + b cos θ), integrated over θ from 0 to 2π, gives 2π/√(a² − b²). Put physically, the average of 1/(a + b cos θ) over a uniformly distributed angle is 1/√(a² − b²); the statement assumes no particular physical system, and the condition on a and b keeps the denominator positive at every angle. The proof writes s for the square root and proposes the antiderivative (θ − 2 arctan(b sin θ/(a + s + b cos θ)))/s, which is smooth on the whole circle. It checks the derivative by algebra and then evaluates the antiderivative at the two endpoints.

The first attempt, which Lean rejects:

```lean
import Mathlib

open Real Filter Topology

namespace AngularIntegral

noncomputable section

/-- If `|b| < a`, the denominator `a + b cos θ` is positive at every angle. -/
theorem denominator_pos {a b : ℝ} (h : |b| < a) (θ : ℝ) : 0 < a + b * cos θ := by
  have h1 : |b * cos θ| ≤ |b| := by
    rw [abs_mul]
    exact mul_le_of_le_one_right (abs_nonneg b) (abs_cos_le_one θ)
  linarith [neg_abs_le (b * cos θ)]

/-- For `|b| < a`, the integral of `1 / (a + b cos θ)` over a full turn is
`2π / √(a² - b²)`. -/
theorem angular_integral {a b : ℝ} (h : |b| < a) :
    ∫ θ in (0 : ℝ)..(2 * π), 1 / (a + b * cos θ) = 2 * π / √(a ^ 2 - b ^ 2) := by
  have hab : b ^ 2 < a ^ 2 :=
    sq_lt_sq' (by linarith [neg_abs_le b]) (lt_of_le_of_lt (le_abs_self b) h)
  have hs : 0 < √(a ^ 2 - b ^ 2) := Real.sqrt_pos.mpr (by linarith)
  have hs2 : √(a ^ 2 - b ^ 2) ^ 2 = a ^ 2 - b ^ 2 := Real.sq_sqrt (by linarith)
  generalize √(a ^ 2 - b ^ 2) = s at hs hs2 ⊢
  have ha : 0 < a := lt_of_le_of_lt (abs_nonneg b) h
  -- an antiderivative that is smooth on the whole circle
  have hderiv : ∀ θ : ℝ, HasDerivAt
      (fun t => (t - 2 * arctan (b * sin t / (a + s + b * cos t))) / s)
      (1 / (a + b * cos θ)) θ := by
    intro θ
    have hP := denominator_pos h θ
    have hD : 0 < a + s + b * cos θ := by linarith
    have hA : 0 < a + s := by linarith
    have hu := ((Real.hasDerivAt_sin θ).const_mul b).fun_div
      (((Real.hasDerivAt_cos θ).const_mul b).const_add (a + s)) hD.ne'
    have hF := ((hasDerivAt_id' θ).fun_sub (hu.arctan.const_mul 2)).div_const s
    refine hF.congr_deriv ?_
    change (1 - 2 * (1 / (1 + (b * sin θ / (a + s + b * cos θ)) ^ 2) *
      ((b * cos θ * (a + s + b * cos θ) - b * sin θ * (b * -sin θ)) /
        (a + s + b * cos θ) ^ 2))) / s = _
    have e1 : (a + s + b * cos θ) ^ 2 + (b * sin θ) ^ 2
        = 2 * (a + s) * (a + b * cos θ) := by
      linear_combination hs2 + b ^ 2 * sin_sq_add_cos_sq θ
    have e2 : b * cos θ * (a + s + b * cos θ) - b * sin θ * (b * -sin θ)
        = (a + s) * (a + b * cos θ - s) := by
      linear_combination hs2 + b ^ 2 * sin_sq_add_cos_sq θ
    have e3 : 1 + (b * sin θ / (a + s + b * cos θ)) ^ 2
        = 2 * (a + s) * (a + b * cos θ) / (a + s + b * cos θ) ^ 2 := by
      rw [← e1, add_div, div_self (pow_ne_zero 2 hD.ne'), div_pow]
    rw [e3, e2]
    generalize a + s + b * cos θ = D at hD ⊢
    generalize a + b * cos θ = P at hP ⊢
    generalize a + s = A at hA ⊢
    have e4 : 2 * (1 / (2 * A * P / D ^ 2) * (A * (P - s) / D ^ 2)) = (P - s) / P := by
      field_simp
    rw [e4, sub_div, div_self hP.ne', sub_sub_cancel]
    field_simp
  have hint : IntervalIntegrable (fun θ => 1 / (a + b * cos θ))
      MeasureTheory.volume 0 (2 * π) :=
    (continuous_const.div (by fun_prop)
      (fun θ => (denominator_pos h θ).ne')).intervalIntegrable _ _
  rw [intervalIntegral.integral_eq_sub_of_hasDerivAt (fun θ _ => hderiv θ) hint]
  simp

end

end AngularIntegral
```

Lean reports:

```
Main.lean:56:21: error: Tactic `rewrite` failed: Did not find an occurrence of the pattern
  P / P
in the target expression
  1 / s - (P - s) / P / s = 1 / P

a b : ℝ
h : |b| < a
hab : b ^ 2 < a ^ 2
s : ℝ
hs : 0 < s
hs2 : s ^ 2 = a ^ 2 - b ^ 2
ha : 0 < a
θ : ℝ
hu :
  HasDerivAt (fun y => b * sin y / (a + s + b * cos y))
    ((b * cos θ * (a + s + b * cos θ) - b * sin θ * (b * -sin θ)) / (a + s + b * cos θ) ^ 2) θ
hF :
  HasDerivAt (fun x => (x - 2 * arctan (b * sin x / (a + s + b * cos x))) / s)
    ((1 -
        2 *
          (1 / (1 + (b * sin θ / (a + s + b * cos θ)) ^ 2) *
            ((b * cos θ * (a + s + b * cos θ) - b * sin θ * (b * -sin θ)) / (a + s + b * cos θ) ^ 2))) /
      s)
    θ
e1 : (a + s + b * cos θ) ^ 2 + (b * sin θ) ^ 2 = 2 * (a + s) * (a + b * cos θ)
e2 : b * cos θ * (a + s + b * cos θ) - b * sin θ * (b * -sin θ) = (a + s) * (a + b * cos θ - s)
e3 : 1 + (b * sin θ / (a + s + b * cos θ)) ^ 2 = 2 * (a + s) * (a + b * cos θ) / (a + s + b * cos θ) ^ 2
D : ℝ
hD : 0 < D
P : ℝ
hP : 0 < P
A : ℝ
hA : 0 < A
e4 : 2 * (1 / (2 * A * P / D ^ 2) * (A * (P - s) / D ^ 2)) = (P - s) / P
⊢ 1 / s - (P - s) / P / s = 1 / P
```

Cause. The error comes at the end of the derivative check. After `rw [e4]` the left side of the goal is `(1 - (P - s) / P) / s`, and the next step, `sub_div`, was meant to split the inner quotient `(P - s) / P` into `P / P - s / P`. But the whole left side is also a difference divided by something, and `rw` matched that first. It produced `1 / s - (P - s) / P / s`, as the message shows, with the inner quotient still intact. No `P / P` had appeared, so `div_self hP.ne'` found nothing to rewrite.

The repair proves the inner identity separately as `e5`, `(P - s) / P = 1 - s / P`. There the only difference being divided is `P - s`, so `sub_div` splits the right quotient and `div_self` turns `P / P` into 1. Rewriting the main goal with `e4` and `e5` then gives `(1 - (1 - s / P)) / s`, which `sub_sub_cancel` reduces to `s / P / s`. The unchanged `field_simp` proves that this equals `1 / P`.

After these edits no error is left:

```diff
@@ -54,5 +54,7 @@
     have e4 : 2 * (1 / (2 * A * P / D ^ 2) * (A * (P - s) / D ^ 2)) = (P - s) / P := by
       field_simp
-    rw [e4, sub_div, div_self hP.ne', sub_sub_cancel]
+    have e5 : (P - s) / P = 1 - s / P := by
+      rw [sub_div, div_self hP.ne']
+    rw [e4, e5, sub_sub_cancel]
     field_simp
   have hint : IntervalIntegrable (fun θ => 1 / (a + b * cos θ))
```
